# The cusp density exp(−2Z|x|) on the line has total charge 1/Z for Z > 0

The orbital exp(−Z|x|) in one dimension has a cusp at the origin, and its square is the density exp(−2Z|x|). The lemma says that for real Z > 0 the integral of this density over the whole line is 1/Z. The orbital is therefore normalised only when Z = 1; multiplying the density by Z gives total charge 1 for every Z > 0. The proof uses the evenness of the density to write the integral as twice that over the positive half-line, then evaluates the half-line integral of the exponential with `integral_exp_mul_Ioi`.

This version doesn't compile in Lean 4 with Mathlib:

```lean
import Mathlib

open MeasureTheory

namespace CoreDensityGrid

noncomputable section

/-- The one-dimensional core density `exp (-2 Z |x|)`, the square of the cusp orbital
`exp (-Z |x|)`. -/
def coreDensity (Z x : ℝ) : ℝ := Real.exp (-(2 * Z * |x|))

/-- The exact charge: the integral of the core density over the line. -/
def lineCharge (Z : ℝ) : ℝ := ∫ x : ℝ, coreDensity Z x

/-- The exact charge of the core density is `1 / Z`. -/
theorem lineCharge_eq {Z : ℝ} (hZ : 0 < Z) : lineCharge Z = 1 / Z := by
  have h0 := integral_exp_mul_Ioi (a := -(2 * Z)) (by linarith) 0
  calc lineCharge Z = ∫ x : ℝ, (fun t : ℝ => Real.exp (-(2 * Z) * t)) |x| := by
        simp only [lineCharge, coreDensity, neg_mul]
    _ = 2 * ∫ t in Set.Ioi (0 : ℝ), Real.exp (-(2 * Z) * t) := integral_comp_abs
    _ = 1 / Z := by
        rw [h0, mul_zero, Real.exp_zero, neg_div_neg_eq]
        field_simp

end

end CoreDensityGrid
```

The compiler's answer:

```
Main.lean:21:63: error: Type mismatch
  integral_comp_abs
has type
  (@integral ℝ ℝ Real.normedAddCommGroup RCLike.toInnerProductSpaceReal.toNormedSpace
      Real.measureSpace.toMeasurableSpace volume fun x => ?m.98 |x|) =
    2 * ∫ (x : ℝ) in Set.Ioi 0, ?m.98 x
but is expected to have type
  (@integral ℝ ℝ Real.normedAddCommGroup RCLike.toInnerProductSpaceReal.toNormedSpace
      Real.measureSpace.toMeasurableSpace volume fun x => (fun t => Real.exp (-(2 * Z) * t)) |x|) =
    2 * ∫ (t : ℝ) in Set.Ioi 0, Real.exp (-(2 * Z) * t)
```

The mended proof, as a diff:

```diff
@@ -19,5 +19,6 @@
   calc lineCharge Z = ∫ x : ℝ, (fun t : ℝ => Real.exp (-(2 * Z) * t)) |x| := by
         simp only [lineCharge, coreDensity, neg_mul]
-    _ = 2 * ∫ t in Set.Ioi (0 : ℝ), Real.exp (-(2 * Z) * t) := integral_comp_abs
+    _ = 2 * ∫ t in Set.Ioi (0 : ℝ), Real.exp (-(2 * Z) * t) :=
+        integral_comp_abs (f := fun t : ℝ => Real.exp (-(2 * Z) * t))
     _ = 1 / Z := by
         rw [h0, mul_zero, Real.exp_zero, neg_div_neg_eq]
```

What went wrong. The error is at the step that folds the line onto the half-line. `integral_comp_abs` says that the integral of `f |x|` over the line is twice the integral of `f` over `Set.Ioi 0`, and Lean has to work out `f` from the goal. The message shows it still unknown, as `?m.98`.

On the left of the equation the unknown function is applied to `|x|`, which is not a plain bound variable, so matching does not in general fix the function. The integrand was written as `(fun t => ...) |x|` to show Lean which function to take, but the unifier beta-reduces that application to `Real.exp (-(2 * Z) * |x|)` and the hint is lost. It can then try to match function with function and argument with argument, which would make `f` equal to `Real.exp` and require `|x|` to be the same as `-(2 * Z) * |x|`. That fails. The right side, where `f` is applied to a plain variable, would determine it, but the mismatch on the left is enough to reject the term.

The repair supplies `f` by name as `fun t : ℝ => Real.exp (-(2 * Z) * t)`. Nothing is left to guess, and the lemma's two sides agree with the goal up to beta reduction. Moving the term to a new line is only layout.
